# For Hermitian H, the determinant of the moments tr H^(i+j) is the product of squared level differences

Let $H$ be a complex Hermitian $n\times n$ matrix with real eigenvalues $E_0,\dots,E_{n-1}$, counted with multiplicity, and let $M$ be the $n\times n$ matrix with entries $M_{ij}=\operatorname{tr}H^{i+j}$ for $0\le i,j<n$, where $H^0=1$. The Lean file below proves that $\det M=\prod_{i<j}(E_i-E_j)^2$, so that $M$ is invertible exactly when the spectrum is nondegenerate.

```lean
import Mathlib

open Matrix
open scoped ComplexOrder

namespace SpectralMomentHankel

noncomputable section

variable {n : ℕ}

/-- The Hankel matrix of spectral moments, with entries `tr H^(i+j)` for `0 ≤ i, j < n`. -/
def momentMatrix (H : Matrix (Fin n) (Fin n) ℂ) : Matrix (Fin n) (Fin n) ℂ :=
  Matrix.of fun i j => (H ^ ((i : ℕ) + (j : ℕ))).trace

/-- The logarithmic pair repulsion energy `-∑_{i<j} log |E_i - E_j|` of levels on a line. -/
def logGasEnergy (E : Fin n → ℝ) : ℝ :=
  -∑ i, ∑ j ∈ Finset.Ioi i, Real.log |E i - E j|

/-- The trace of the `k`-th power of a Hermitian matrix is the sum of the `k`-th powers
of its energy levels. -/
theorem trace_pow_eq_sum_levels {H : Matrix (Fin n) (Fin n) ℂ} (hH : H.IsHermitian) (k : ℕ) :
    (H ^ k).trace = ∑ l, (hH.eigenvalues l : ℂ) ^ k := by
  -- the eigenvectors are the columns of a unitary matrix `U`
  obtain ⟨U, hU, hHU⟩ : ∃ U ∈ Matrix.unitaryGroup (Fin n) ℂ,
      H * U = U * Matrix.diagonal (fun l => (hH.eigenvalues l : ℂ)) := by
    refine ⟨hH.eigenvectorUnitary, hH.eigenvectorUnitary.2, ?_⟩
    ext i j
    have h := congrFun (hH.mulVec_eigenvectorBasis j) i
    rw [Matrix.mul_diagonal, Matrix.mul_apply]
    simp only [Matrix.IsHermitian.eigenvectorUnitary_apply]
    simpa [Matrix.mulVec, dotProduct, mul_comm] using h
  have hpow : ∀ m : ℕ, H ^ m * U
      = U * Matrix.diagonal (fun l => (hH.eigenvalues l : ℂ)) ^ m := by
    intro m
    induction m with
    | zero => simp
    | succ m ih => rw [pow_succ, mul_assoc, hHU, ← mul_assoc, ih, mul_assoc, ← pow_succ]
  have h1 : U * star U = 1 := Matrix.mem_unitaryGroup_iff.1 hU
  have h2 : star U * U = 1 := Matrix.mem_unitaryGroup_iff'.1 hU
  -- the trace does not depend on the basis
  calc (H ^ k).trace = (H ^ k * U * star U).trace := by rw [mul_assoc, h1, mul_one]
    _ = (star U * (U * Matrix.diagonal (fun l => (hH.eigenvalues l : ℂ)) ^ k)).trace := by
        rw [hpow, Matrix.trace_mul_comm]
    _ = (Matrix.diagonal (fun l => (hH.eigenvalues l : ℂ)) ^ k).trace := by
        rw [← mul_assoc, h2, one_mul]
    _ = ∑ l, (hH.eigenvalues l : ℂ) ^ k := by
        rw [Matrix.diagonal_pow, Matrix.trace_diagonal]
        simp

/-- The moment matrix is `Vᵀ V`, where `V` is the Vandermonde matrix of the energy levels. -/
theorem momentMatrix_eq_vandermonde {H : Matrix (Fin n) (Fin n) ℂ} (hH : H.IsHermitian) :
    momentMatrix H = (Matrix.vandermonde fun l => (hH.eigenvalues l : ℂ))ᵀ
      * Matrix.vandermonde fun l => (hH.eigenvalues l : ℂ) := by
  ext i j
  simp only [momentMatrix, Matrix.of_apply, Matrix.mul_apply, Matrix.transpose_apply,
    Matrix.vandermonde_apply]
  rw [trace_pow_eq_sum_levels hH]
  exact Finset.sum_congr rfl fun l _ => pow_add _ _ _

/-- The determinant of the moment matrix is the product, over all pairs `i < j`, of the squared
differences of the energy levels. -/
theorem det_momentMatrix {H : Matrix (Fin n) (Fin n) ℂ} (hH : H.IsHermitian) :
    (momentMatrix H).det =
      ((∏ i, ∏ j ∈ Finset.Ioi i, (hH.eigenvalues i - hH.eigenvalues j) ^ 2 : ℝ) : ℂ) := by
  rw [momentMatrix_eq_vandermonde hH, Matrix.det_mul, Matrix.det_transpose,
    Matrix.det_vandermonde, ← Finset.prod_mul_distrib]
  push_cast
  refine Finset.prod_congr rfl fun i _ => ?_
  rw [← Finset.prod_mul_distrib]
  refine Finset.prod_congr rfl fun j _ => ?_
  ring

/-- The moment matrix is invertible exactly when no two energy levels coincide. -/
theorem isUnit_momentMatrix_iff {H : Matrix (Fin n) (Fin n) ℂ} (hH : H.IsHermitian) :
    IsUnit (momentMatrix H) ↔ Function.Injective hH.eigenvalues := by
  rw [Matrix.isUnit_iff_isUnit_det, isUnit_iff_ne_zero, momentMatrix_eq_vandermonde hH,
    Matrix.det_mul, Matrix.det_transpose, mul_self_ne_zero, Matrix.det_vandermonde_ne_zero_iff]
  constructor
  · intro h a b hab
    exact h (by simp only [hab])
  · intro h a b hab
    exact h (Complex.ofReal_injective hab)

/-- For a nondegenerate spectrum the determinant of the moment matrix is the Boltzmann factor
`exp (-2 W)` of the logarithmic repulsion energy `W` of the levels. -/
theorem det_momentMatrix_eq_exp_logGasEnergy {H : Matrix (Fin n) (Fin n) ℂ}
    (hH : H.IsHermitian) (hE : Function.Injective hH.eigenvalues) :
    (momentMatrix H).det = ((Real.exp (-2 * logGasEnergy hH.eigenvalues) : ℝ) : ℂ) := by
  rw [det_momentMatrix hH]
  congr 1
  have hW : -2 * logGasEnergy hH.eigenvalues = ∑ i, ∑ j ∈ Finset.Ioi i,
      2 * Real.log |hH.eigenvalues i - hH.eigenvalues j| := by
    simp only [logGasEnergy, ← Finset.mul_sum]
    ring
  rw [hW, Real.exp_sum]
  refine Finset.prod_congr rfl fun i _ => ?_
  rw [Real.exp_sum]
  refine Finset.prod_congr rfl fun j hj => ?_
  -- distinct levels have a finite logarithmic interaction
  have hne : hH.eigenvalues i - hH.eigenvalues j ≠ 0 :=
    sub_ne_zero.2 fun h => (Finset.mem_Ioi.1 hj).ne (hE h)
  rw [two_mul, Real.exp_add, Real.exp_log (abs_pos.2 hne), abs_mul_abs_self, sq]

/-- A vector `c` is annihilated by the moment matrix exactly when its components are the
coefficients of a polynomial relation `∑ c_j H^j = 0`. -/
theorem momentMatrix_mulVec_eq_zero_iff {H : Matrix (Fin n) (Fin n) ℂ} (hH : H.IsHermitian)
    (c : Fin n → ℂ) :
    momentMatrix H *ᵥ c = 0 ↔ ∑ j, c j • H ^ (j : ℕ) = 0 := by
  have key : ∀ i, (momentMatrix H *ᵥ c) i
      = (H ^ (i : ℕ) * ∑ j, c j • H ^ (j : ℕ)).trace := by
    intro i
    simp only [momentMatrix, Matrix.mulVec, dotProduct, Matrix.of_apply, Finset.mul_sum,
      Matrix.trace_sum, Matrix.mul_smul, Matrix.trace_smul, smul_eq_mul, pow_add]
    exact Finset.sum_congr rfl fun j _ => mul_comm _ _
  constructor
  · intro h
    -- with `P = ∑ c_j H^j`, the trace of `Pᴴ P` vanishes
    have hP : (∑ j, c j • H ^ (j : ℕ))ᴴ = ∑ j, star (c j) • H ^ (j : ℕ) := by
      simp only [Matrix.conjTranspose_sum, Matrix.conjTranspose_smul,
        Matrix.conjTranspose_pow, hH.eq]
    apply Matrix.trace_conjTranspose_mul_self_eq_zero_iff.1
    rw [hP, Finset.sum_mul, Matrix.trace_sum]
    refine Finset.sum_eq_zero fun i _ => ?_
    rw [Matrix.smul_mul, Matrix.trace_smul, ← key i, h]
    simp
  · intro h
    ext i
    rw [key i, h]
    simp

/-- The spectrum is nondegenerate exactly when the powers `1, H, …, H^(n-1)` satisfy no
nontrivial linear relation. -/
theorem nondegenerate_iff_powers_independent {H : Matrix (Fin n) (Fin n) ℂ}
    (hH : H.IsHermitian) :
    Function.Injective hH.eigenvalues ↔
      ∀ c : Fin n → ℂ, ∑ j, c j • H ^ (j : ℕ) = 0 → c = 0 := by
  rw [← isUnit_momentMatrix_iff hH, Matrix.isUnit_iff_isUnit_det, isUnit_iff_ne_zero, ne_eq,
    ← Matrix.exists_mulVec_eq_zero_iff]
  constructor
  · intro h c hc
    by_contra h0
    exact h ⟨c, h0, (momentMatrix_mulVec_eq_zero_iff hH c).2 hc⟩
  · rintro h ⟨c, h0, hc⟩
    exact h0 (h c ((momentMatrix_mulVec_eq_zero_iff hH c).1 hc))

end

end SpectralMomentHankel
```

```lean
#print axioms SpectralMomentHankel.det_momentMatrix
-- 'SpectralMomentHankel.det_momentMatrix' depends on axioms: [propext, Classical.choice, Quot.sound]
#print axioms SpectralMomentHankel.det_momentMatrix_eq_exp_logGasEnergy
-- 'SpectralMomentHankel.det_momentMatrix_eq_exp_logGasEnergy' depends on axioms: [propext, Classical.choice, Quot.sound]
#print axioms SpectralMomentHankel.nondegenerate_iff_powers_independent
-- 'SpectralMomentHankel.nondegenerate_iff_powers_independent' depends on axioms: [propext, Classical.choice, Quot.sound]
```

## Levels, moments and the logarithmic energy in Lean

The Hamiltonian is `H : Matrix (Fin n) (Fin n) ℂ`, and the hypothesis `hH : H.IsHermitian` supplies the levels as the real-valued function `hH.eigenvalues`. Their order is irrelevant here, because the product of squared differences is symmetric. The definition `momentMatrix H` uses only traces of powers, so $M$ can be formed without diagonalising $H$.

The theorem `det_momentMatrix` is the product formula. The set `Finset.Ioi i` contains the indices $j>i$, so each pair is counted once, and the real product is embedded in $\mathbb C$ because $M$ is a complex matrix. In `isUnit_momentMatrix_iff`, `IsUnit` means invertible, and `Function.Injective hH.eigenvalues` says that different indices carry different energies.

The function `logGasEnergy` is
$$W=-\sum_{i<j}\log|E_i-E_j| ,$$
with energies taken as pure numbers in a fixed unit. For a nondegenerate spectrum, `det_momentMatrix_eq_exp_logGasEnergy` states that $\det M=e^{-2W}$. This is the Boltzmann factor of particles on a line with logarithmic repulsion, at inverse temperature $\beta=2$; the 2 comes from the square in the product formula.

The last two theorems concern polynomial relations. A vector $c$ satisfies $Mc=0$ exactly when $\sum_j c_jH^j=0$, and the spectrum is nondegenerate exactly when $1,H,\dots,H^{n-1}$ are linearly independent.

## Scope: one fixed finite matrix

For a finite-dimensional Hamiltonian, the result turns an exact degeneracy into the vanishing of a determinant built from traces. It does not say how reliably a small determinant can be computed in floating-point arithmetic.

The factor $\prod_{i<j}(E_i-E_j)^2$ also appears in the joint level density of the Gaussian unitary ensemble, where it multiplies a Gaussian weight that confines the levels. The file treats a single fixed matrix: it contains no ensemble, no confinement and no level-spacing distribution.

## From traces to a Vandermonde determinant

Let $U$ be the unitary matrix whose columns are the eigenvectors, and let $D$ be the diagonal matrix of levels, so that $HU=UD$. Repeated use of this relation gives $H^kU=UD^k$. Since $UU^\dagger=U^\dagger U=1$ and the trace is cyclic,
$$\operatorname{tr}H^k=\operatorname{tr}(H^kUU^\dagger)=\operatorname{tr}(U^\dagger UD^k)=\sum_l E_l^k .$$
The theorem `trace_pow_eq_sum_levels` follows these steps: `hpow` is the induction on the power, and the `calc` block is the trace computation.

Now define the Vandermonde matrix $V_{lj}=E_l^{\,j}$. Then
$$M_{ij}=\sum_l E_l^{\,i+j}=\sum_l V_{li}V_{lj}=(V^{\mathsf T}V)_{ij},$$
which is `momentMatrix_eq_vandermonde`. Since $\det V=\prod_{i<j}(E_j-E_i)$,
$$\det M=(\det V)^2=\prod_{i<j}(E_i-E_j)^2 .$$
The proof of `det_momentMatrix` takes $\det V$ from Mathlib and combines the two equal products factor by factor. For the invertibility criterion, $\det M\neq0$ holds exactly when $\det V\neq0$, which in turn holds exactly when the levels are distinct.

If they are distinct, every $|E_i-E_j|$ with $i<j$ is positive, and
$$e^{-2W}=\prod_{i<j}e^{2\log|E_i-E_j|}=\prod_{i<j}(E_i-E_j)^2 .$$
In Lean, `Real.exp_sum` turns the two nested sums into products, and `hne` provides the nonzero difference needed to undo the logarithm.

## The kernel as a set of polynomial relations

Put $P=\sum_j c_jH^j$. Linearity of the trace gives
$$(Mc)_i=\sum_j c_j\operatorname{tr}H^{i+j}=\operatorname{tr}(H^iP),$$
which is the step named `key`. If $P=0$, then $Mc=0$ at once. Conversely, suppose $Mc=0$. Because $H$ is Hermitian, $P^\dagger=\sum_i c_i^*H^i$, and therefore
$$\operatorname{tr}(P^\dagger P)=\sum_i c_i^*\operatorname{tr}(H^iP)=\sum_i c_i^*(Mc)_i=0 .$$
The left side is $\sum_{a,b}|P_{ab}|^2$, so $P=0$. This proves `momentMatrix_mulVec_eq_zero_iff`.

A square matrix has nonzero determinant exactly when no nonzero vector is sent to zero. Together with the invertibility criterion, this yields `nondegenerate_iff_powers_independent`.

## Two levels, one level, and two counterexamples

For $n=2$ the formula can be checked directly:
$$\det\begin{pmatrix}2&E_0+E_1\\E_0+E_1&E_0^2+E_1^2\end{pmatrix}
=2(E_0^2+E_1^2)-(E_0+E_1)^2=(E_0-E_1)^2 .$$
For $n=1$ there are no pairs: $M=(1)$, the empty product is 1, and $W=0$.

Hermiticity matters for the kernel statement. Take
$$N=\begin{pmatrix}0&1\\0&0\end{pmatrix},\qquad M=\begin{pmatrix}2&0\\0&0\end{pmatrix}.$$
The vector $c=(0,1)$ satisfies $Mc=0$, yet $\sum_jc_jN^j=N\neq0$. The matrices $1$ and $N$ are linearly independent although both eigenvalues of $N$ are 0, so the independence criterion fails as well.

Nondegeneracy matters for the exponential formula. The $2\times2$ zero matrix has $\det M=0$, which no exponential of a finite energy can equal. Physically $W$ diverges when levels coincide, whereas Lean sets $\log 0=0$, which for this zero matrix gives $e^{-2W}=1$.
